# The charge conjugation matrix of a four-component Dirac spinor is antisymmetric in every representation

In one space dimension a Dirac spinor has two components. The usual way of turning a solution for charge $e$ into one for charge $-e$ uses an invertible matrix $C$ with $Cg^\mu C^{-1}=-(g^\mu)^T$, where $g^0,g^1$ are anticommuting $2\times2$ Dirac matrices, $(g^0)^2=1$ and $(g^1)^2=-1$. Is $C$ symmetric, antisymmetric or neither?

Its symmetric part $S=\tfrac12(C+C^T)$ obeys $Sg^\mu=-(g^\mu)^TS$. Hence $A=Sg^1$ is antisymmetric: $A^T=(g^1)^TS=-A$. The projector $E=(1+g^0)/2$ has trace one, so its range is a line, and an antisymmetric form vanishes on a line: $E^TAE=0$. Since $(g^0)^TA=-Sg^0g^1=Ag^0$, also $E^TA=AE$, and therefore $AE=Sg^1E=0$. Moving $g^1$ to the right gives $S(1-g^0)=0$. Then $Sg^1(1-g^0)=-(g^1)^TS(1-g^0)=0$, which gives $S(1+g^0)=0$. Adding the two, $S=0$, so $C$ is antisymmetric.

In three space dimensions there are four $4\times4$ matrices, and a second involution is needed to reach a line. This is the case formalised here, with `M4` for the complex $4\times4$ matrices.

In Lean 4 with Mathlib:

```lean
import Mathlib

open Matrix
open Complex (I)

namespace ChargeConjugation

noncomputable section

local notation "M4" => Matrix (Fin 4) (Fin 4) ℂ
```

## Dirac matrices, spin matrices and chirality

Indices run over $0,1,2,3$, and the metric is $\eta=\mathrm{diag}(1,-1,-1,-1)$.

```lean
/-- The Minkowski metric with signature (+,-,-,-). -/
def metric (μ ν : Fin 4) : ℂ := if μ = ν then (if μ = 0 then 1 else -1) else 0
```

The matrices $g^\mu$, usually written $\gamma^\mu$, are any family with $g^\mu g^\nu+g^\nu g^\mu=2\eta^{\mu\nu}$. No representation is chosen and no hermiticity is assumed.

```lean
/-- Four complex 4 by 4 matrices are Dirac matrices if their anticommutators are
twice the Minkowski metric. -/
def IsDirac (g : Fin 4 → M4) : Prop :=
  ∀ μ ν, g μ * g ν + g ν * g μ = (2 * metric μ ν) • (1 : M4)
```

The spin matrices are $\sigma^{\mu\nu}=\frac i2[g^\mu,g^\nu]$.

```lean
/-- The spin matrices `σ^{μν} = (i/2) [g^μ, g^ν]`. -/
def sigma (g : Fin 4 → M4) (μ ν : Fin 4) : M4 := (I / 2) • (g μ * g ν - g ν * g μ)
```

The chirality matrix is $g_5=ig^0g^1g^2g^3$, with this sign and phase.

```lean
/-- The chirality matrix `g5 = i g^0 g^1 g^2 g^3`. -/
def gamma5 (g : Fin 4 → M4) : M4 := I • (g 0 * g 1 * g 2 * g 3)
```

Setting $\mu=\nu$ in the anticommutator and halving gives $(g^\mu)^2=\eta^{\mu\mu}$.

```lean
/-- Each Dirac matrix squares to its diagonal entry of the metric. -/
theorem IsDirac.sq {g : Fin 4 → M4} (h : IsDirac g) (μ : Fin 4) :
    g μ * g μ = metric μ μ • (1 : M4) := by
  have e : (2 : ℂ) • (g μ * g μ) = (2 : ℂ) • (metric μ μ • (1 : M4)) := by
    rw [two_smul, h μ μ, mul_smul]
  exact smul_right_injective M4 (by norm_num : (2 : ℂ) ≠ 0) e
```

For $\mu\neq\nu$ the right-hand side is zero, so $g^\mu g^\nu=-g^\nu g^\mu$. The lemma states this for $\nu<\mu$, so that rewriting with it sorts products into increasing order.

```lean
/-- Two different Dirac matrices anticommute, also in front of a further factor. -/
theorem IsDirac.swap {g : Fin 4 → M4} (h : IsDirac g) :
    (∀ μ ν, ν < μ → g μ * g ν = -(g ν * g μ)) ∧
    (∀ μ ν (x : M4), ν < μ → g μ * (g ν * x) = -(g ν * (g μ * x))) := by
  have a : ∀ μ ν, ν < μ → g μ * g ν = -(g ν * g μ) := by
    intro μ ν hlt
    have e := h μ ν
    rw [metric, if_neg hlt.ne', mul_zero, zero_smul] at e
    exact eq_neg_of_add_eq_zero_left e
  refine ⟨a, fun μ ν x hlt => ?_⟩
  rw [← mul_assoc, a μ ν hlt, neg_mul, mul_assoc]
```

## Moving a vanishing product to another eigenspace

Let $u^2=-1$, $up=p'u$ and $uq=q'u$. If $Supq=0$, then
$$Sp'q'=-Sp'q'u^2=-Sp'uqu=-Supqu=0.$$
In the two-component case this was the step from $Sg^1(1+g^0)=0$ to $S(1-g^0)=0$.

```lean
/-- If `u` squares to -1 and carries the factors `p`, `q` into `p'`, `q'`, then
`S u p q = 0` implies `S p' q' = 0`. -/
theorem carry {S u p q p' q' : M4} (huu : u * u = -1) (hp : u * p = p' * u)
    (hq : u * q = q' * u) (h : S * u * (p * q) = 0) : S * (p' * q') = 0 := by
  calc S * (p' * q') = -(S * p' * q' * (u * u)) := by rw [huu]; noncomm_ring
    _ = -(S * p' * (q' * u) * u) := by noncomm_ring
    _ = -(S * (p' * u) * q * u) := by rw [← hq]; noncomm_ring
    _ = -(S * u * (p * q) * u) := by rw [← hp]; noncomm_ring
    _ = 0 := by rw [h]; simp
```

## An antisymmetric form vanishes on a line

The trace of a projector is the dimension of its range. If $\operatorname{tr}E=1$, every column of $E$ is a multiple of one vector $v$, so $E=vc^T$ for some $c$ and
$$E^TAE=c\,(v^TAv)\,c^T.$$
The number $v^TAv$ equals its own transpose $v^TA^Tv=-v^TAv$, so it is zero. In the code, `hcol` supplies the coefficients $c_j$ and `hs` is the sign change.

```lean
/-- An antisymmetric bilinear form vanishes on the range of a projector of trace one. -/
theorem projector_sandwich {E A : M4} (hE : E * E = E) (ht : E.trace = 1)
    (hA : Aᵀ = -A) : Eᵀ * A * E = 0 := by
  -- trace one means that the range is a line, spanned by v
  have hp : LinearMap.IsProj (LinearMap.range (Matrix.toLin' E)) (Matrix.toLin' E) :=
    ⟨fun x => ⟨x, rfl⟩, by
      rintro _ ⟨x, rfl⟩
      simp only [Matrix.toLin'_apply, Matrix.mulVec_mulVec, hE]⟩
  have hr := hp.trace
  rw [LinearMap.trace_eq_matrix_trace ℂ (Pi.basisFun ℂ (Fin 4)),
    LinearMap.toMatrix_eq_toMatrix', LinearMap.toMatrix'_toLin', ht] at hr
  have hf : Module.finrank ℂ (LinearMap.range (Matrix.toLin' E)) = 1 := by
    exact_mod_cast hr.symm
  obtain ⟨v, _, hv⟩ := finrank_eq_one_iff'.mp hf
  have hcol : ∀ j, ∃ c : ℂ, ∀ i, E i j = c * v.1 i := by
    intro j
    obtain ⟨c, hc⟩ := hv ⟨Matrix.toLin' E (Pi.single j 1), ⟨_, rfl⟩⟩
    refine ⟨c, fun i => ?_⟩
    have e := congrFun (congrArg Subtype.val hc) i
    simpa [Matrix.toLin'_apply] using e.symm
  choose c hc using hcol
  -- the form vanishes on the pair (v, v)
  have hs : ∑ k, ∑ l, v.1 k * A k l * v.1 l = -∑ k, ∑ l, v.1 k * A k l * v.1 l := by
    calc ∑ k, ∑ l, v.1 k * A k l * v.1 l
        = ∑ l, ∑ k, v.1 k * A k l * v.1 l := Finset.sum_comm
      _ = _ := by
        simp only [← Finset.sum_neg_distrib]
        refine Finset.sum_congr rfl fun l _ => Finset.sum_congr rfl fun k _ => ?_
        have e : A k l = -A l k := congrFun (congrFun hA l) k
        linear_combination (v.1 k * v.1 l) * e
  have h0 : ∑ k, ∑ l, v.1 k * A k l * v.1 l = 0 := by linear_combination (1 / 2) * hs
  ext i j
  have e : (Eᵀ * A * E) i j = c i * (∑ k, ∑ l, v.1 k * A k l * v.1 l) * c j := by
    simp only [Matrix.mul_apply, Matrix.transpose_apply, hc, Fin.sum_univ_four]
    ring
  rw [e, h0]
  simp
```

## No nonzero symmetric matrix reverses all four Dirac matrices

Let $S^T=S$ and $Sg^\mu=-(g^\mu)^TS$. Put $s=ig^1g^2$. Then $s^2=-g^1g^2g^1g^2=(g^1)^2(g^2)^2=1$, and $s$ commutes with $g^0$. With $F=(1+g^0)(1+s)$ we get $F^2=4F$, so $E=F/4$ is a projector.

If $u^2=-1$ and $uX=-Xu$, then $uXu=X$, while $\operatorname{tr}(uXu)=\operatorname{tr}(Xu^2)=-\operatorname{tr}X$; hence $\operatorname{tr}X=0$. Taking $u=g^1$ for $g^0$ and $s$, and $u=g^3$ for $g^0s$, leaves $\operatorname{tr}F=\operatorname{tr}1=4$ and $\operatorname{tr}E=1$.

Again $A=Sg^1$ is antisymmetric. Both $(g^0)^TA=Ag^0$ and $s^TA=As$ hold, so $E^TA=AE$ and $0=E^TAE=AE^2=AE$. Thus $Sg^1F=0$.

Write $P_{ab}=(1+ag^0)(1+bs)$ with $a,b=\pm1$, so that $F=P_{++}$. Moving $g^1$ past $P_{ab}$ flips both signs; moving $g^3$ flips only $a$. The first move gives $SP_{--}=0$. Whenever $SP=0$, also $Sg^\mu P=-(g^\mu)^TSP=0$, so further moves give $SP_{++}=0$, $SP_{+-}=0$ and $SP_{-+}=0$. These are `z1` to `z4`. The four $P_{ab}$ add up to $4$, hence $4S=0$.

```lean
/-- For Dirac matrices, a symmetric `S` with `S g^μ = -(g^μ)ᵀ S` for all `μ` is zero. -/
theorem symmetric_eq_zero {g : Fin 4 → M4} (h : IsDirac g) {S : M4} (hS : Sᵀ = S)
    (hg : ∀ μ, S * g μ = -((g μ)ᵀ * S)) : S = 0 := by
  obtain ⟨w, w'⟩ := h.swap
  have hT : ∀ μ, (g μ)ᵀ * S = -(S * g μ) := fun μ => by rw [hg, neg_neg]
  have hT' : ∀ μ (x : M4), (g μ)ᵀ * (S * x) = -(S * (g μ * x)) := fun μ x => by
    rw [← mul_assoc, hT, neg_mul, mul_assoc]
  have q0 : g 0 * g 0 = 1 := by rw [h.sq]; simp [metric]
  have q1 : g 1 * g 1 = -1 := by rw [h.sq]; simp [metric]
  have q2 : g 2 * g 2 = -1 := by rw [h.sq]; simp [metric]
  have q3 : g 3 * g 3 = -1 := by rw [h.sq]; simp [metric]
  -- the involution s commutes with g 0
  obtain ⟨s, hs⟩ : ∃ s : M4, s = I • (g 1 * g 2) := ⟨_, rfl⟩
  have qs : s * s = 1 := by
    have e : g 1 * g 2 * (g 1 * g 2) = -1 := by
      calc g 1 * g 2 * (g 1 * g 2) = g 1 * (g 2 * g 1) * g 2 := by noncomm_ring
        _ = -((g 1 * g 1) * (g 2 * g 2)) := by rw [w 2 1 (by decide)]; noncomm_ring
        _ = -1 := by rw [q1, q2]; simp
    rw [hs, smul_mul_smul_comm, e, Complex.I_mul_I]
    simp
  have c0 : s * g 0 = g 0 * s := by simp [hs, mul_assoc, w, w']
  have c1 : g 1 * s = -(s * g 1) := by simp [hs, mul_assoc, w]
  have c3 : g 3 * s = s * g 3 := by simp [hs, mul_assoc, w, w']
  have c03 : g 3 * (g 0 * s) = -(g 0 * s * g 3) := by simp [hs, mul_assoc, w, w']
  have comm : (1 + s) * (1 + g 0) = (1 + g 0) * (1 + s) := by
    simp only [mul_add, add_mul, one_mul, mul_one, c0]
    abel
  have dbl : ∀ x : M4, x * x = 1 → (1 + x) * (1 + x) = (2 : ℂ) • (1 + x) := by
    intro x hx
    simp only [mul_add, add_mul, one_mul, mul_one, hx]
    module
  -- F / 4 is a projector of trace one
  obtain ⟨F, hF⟩ : ∃ F : M4, F = (1 + g 0) * (1 + s) := ⟨_, rfl⟩
  have hFF : F * F = (4 : ℂ) • F := by
    calc F * F = (1 + g 0) * ((1 + s) * (1 + g 0)) * (1 + s) := by
          rw [hF]; simp only [mul_assoc]
      _ = ((1 + g 0) * (1 + g 0)) * ((1 + s) * (1 + s)) := by
          rw [comm]; simp only [mul_assoc]
      _ = (4 : ℂ) • F := by
          rw [dbl _ q0, dbl _ qs, smul_mul_smul_comm, hF]; norm_num
  have hE : ((1 / 4 : ℂ) • F) * ((1 / 4 : ℂ) • F) = (1 / 4 : ℂ) • F := by
    rw [smul_mul_smul_comm, hFF, smul_smul]; norm_num
  have tr0 : ∀ u X : M4, u * u = -1 → u * X = -(X * u) → X.trace = 0 := by
    intro u X hu hX
    have e : (u * X * u).trace = -X.trace := by
      rw [Matrix.trace_mul_comm, ← mul_assoc, hu]; simp
    have e2 : u * X * u = X := by rw [hX, neg_mul, mul_assoc, hu]; simp
    rw [e2] at e
    linear_combination (1 / 2) * e
  have htr : ((1 / 4 : ℂ) • F).trace = 1 := by
    have e : F = 1 + g 0 + s + g 0 * s := by rw [hF]; noncomm_ring
    rw [Matrix.trace_smul, e, Matrix.trace_add, Matrix.trace_add, Matrix.trace_add,
      tr0 _ _ q1 (w 1 0 (by decide)), tr0 _ _ q1 c1, tr0 _ _ q3 c03, Matrix.trace_one]
    simp
  -- S g^1 is antisymmetric, and the projector passes through it
  have hA : (S * g 1)ᵀ = -(S * g 1) := by rw [Matrix.transpose_mul, hS, hT]
  have a0 : (g 0)ᵀ * (S * g 1) = S * g 1 * g 0 := by simp [mul_assoc, hT', w]
  have a1 : sᵀ * (S * g 1) = S * g 1 * s := by
    simp [hs, Matrix.transpose_mul, mul_assoc, hT', w, w']
  have hFA : Fᵀ * (S * g 1) = S * g 1 * F := by
    calc Fᵀ * (S * g 1) = (1 + sᵀ) * (S * g 1 + (g 0)ᵀ * (S * g 1)) := by
          rw [hF, Matrix.transpose_mul, Matrix.transpose_add, Matrix.transpose_add,
            Matrix.transpose_one]
          noncomm_ring
      _ = (S * g 1 + sᵀ * (S * g 1)) * (1 + g 0) := by rw [a0]; noncomm_ring
      _ = S * g 1 * ((1 + s) * (1 + g 0)) := by rw [a1]; noncomm_ring
      _ = S * g 1 * F := by rw [comm, hF]
  have r := projector_sandwich hE htr hA
  rw [Matrix.transpose_smul, Matrix.smul_mul, hFA, ← Matrix.mul_smul, mul_assoc, hE,
    Matrix.mul_smul] at r
  have z : S * g 1 * F = 0 := (smul_eq_zero.mp r).resolve_left (by norm_num)
  rw [hF] at z
  -- g^1 and g^3 carry this to all four joint eigenspaces
  have flip : ∀ u x : M4, u * x = -(x * u) →
      u * (1 + x) = (1 - x) * u ∧ u * (1 - x) = (1 + x) * u := by
    intro u x hx
    constructor <;>
      simp only [mul_add, mul_sub, add_mul, sub_mul, mul_one, one_mul, hx] <;> abel
  have hz : ∀ μ (X : M4), S * X = 0 → S * g μ * X = 0 := fun μ X hX => by
    rw [hg, neg_mul, mul_assoc, hX]; simp
  have f10 := flip _ _ (w 1 0 (by decide))
  have f30 := flip _ _ (w 3 0 (by decide))
  have f1s := flip _ _ c1
  have f3s : g 3 * (1 - s) = (1 - s) * g 3 := by
    simp only [mul_sub, sub_mul, mul_one, one_mul, c3]
  have z1 := carry q1 f10.1 f1s.1 z
  have z2 := carry q1 f10.2 f1s.2 (hz 1 _ z1)
  have z3 := carry q3 f30.2 f3s (hz 3 _ z1)
  have z4 := carry q1 f10.1 f1s.2 (hz 1 _ z3)
  have e : (4 : ℂ) • S = 0 := by
    calc (4 : ℂ) • S = S + S + S + S := by module
      _ = S * ((1 - g 0) * (1 - s)) + S * ((1 + g 0) * (1 + s))
          + S * ((1 + g 0) * (1 - s)) + S * ((1 - g 0) * (1 + s)) := by noncomm_ring
      _ = 0 := by rw [z1, z2, z3, z4]; simp
  exact (smul_eq_zero.mp e).resolve_left (by norm_num)
```

Now let $Cg^\mu=-(g^\mu)^TC$. Transposing gives $(g^\mu)^TC^T=-C^Tg^\mu$, so $C^T$ obeys the same relation, and so does the symmetric matrix $C+C^T$. It is therefore zero. Invertibility is not used.

```lean
/-- For Dirac matrices, every matrix `C`, invertible or not, with
`C g^μ = -(g^μ)ᵀ C` for all `μ` is antisymmetric. -/
theorem antisymmetric_of_intertwines {g : Fin 4 → M4} (h : IsDirac g) {C : M4}
    (hC : ∀ μ, C * g μ = -((g μ)ᵀ * C)) : Cᵀ = -C := by
  have e : C + Cᵀ = 0 := by
    refine symmetric_eq_zero h (by simp [add_comm]) fun μ => ?_
    have ht := congrArg Matrix.transpose (hC μ)
    rw [Matrix.transpose_mul, Matrix.transpose_neg, Matrix.transpose_mul,
      Matrix.transpose_transpose] at ht
    rw [add_mul, mul_add, hC μ, ht]
    abel
  exact eq_neg_of_add_eq_zero_right e
```

## The symmetries of the products

Multiplying $Cg^\mu C^{-1}=-(g^\mu)^T$ by $C$ on the right gives the relation just used. Each transposed Dirac matrix then passes through $C$ with a minus sign, and $C^T=-C$ supplies one more:
$$(Cg^{\mu_1}\cdots g^{\mu_n})^T=-(-1)^n\,Cg^{\mu_n}\cdots g^{\mu_1}.$$

- For $n=1$, $Cg^\mu$ is symmetric.
- For $n=2$, $(Cg^\mu g^\nu)^T=-Cg^\nu g^\mu$, so $C[g^\mu,g^\nu]$ and $C\sigma^{\mu\nu}$ are symmetric.
- For $n=4$, reversing $g^0g^1g^2g^3$ takes six exchanges and no net sign, so $Cg_5$ is antisymmetric.
- For $n=5$, $(Cg^\mu g_5)^T=Cg_5g^\mu=-Cg^\mu g_5$.

In the theorem `C : M4ˣ` is a matrix together with a two-sided inverse. The proof replaces it by a plain matrix `D` once the inverse has been used, and `simp` carries out the reorderings, for $Cg^\mu g_5$ separately at each $\mu$.

```lean
/-- For any Dirac matrices and any invertible `C` with `C g^μ C⁻¹ = -(g^μ)ᵀ`, the matrices
`C`, `C g5` and `C g^μ g5` are antisymmetric, and `C g^μ` and `C σ^{μν}` are symmetric. -/
theorem charge_conjugation_symmetries {g : Fin 4 → M4} (h : IsDirac g) (C : M4ˣ)
    (hC : ∀ μ, (C : M4) * g μ * ((C⁻¹ : M4ˣ) : M4) = -(g μ)ᵀ) :
    (C : M4)ᵀ = -(C : M4) ∧
    (∀ μ, ((C : M4) * g μ)ᵀ = (C : M4) * g μ) ∧
    (∀ μ ν, ((C : M4) * sigma g μ ν)ᵀ = (C : M4) * sigma g μ ν) ∧
    ((C : M4) * gamma5 g)ᵀ = -((C : M4) * gamma5 g) ∧
    (∀ μ, ((C : M4) * g μ * gamma5 g)ᵀ = -((C : M4) * g μ * gamma5 g)) := by
  have hD : ∀ μ, (C : M4) * g μ = -((g μ)ᵀ * (C : M4)) := fun μ => by
    calc (C : M4) * g μ = (C : M4) * g μ * ((C⁻¹ : M4ˣ) : M4) * (C : M4) := by
          rw [mul_assoc _ ((C⁻¹ : M4ˣ) : M4) (C : M4), Units.inv_mul, mul_one]
      _ = _ := by rw [hC, neg_mul]
  clear hC
  generalize (C : M4) = D at hD ⊢
  have hA := antisymmetric_of_intertwines h hD
  obtain ⟨w, w'⟩ := h.swap
  -- transposed gammas move through D with a sign
  have hT : ∀ μ, (g μ)ᵀ * D = -(D * g μ) := fun μ => by rw [hD, neg_neg]
  have hT' : ∀ μ (x : M4), (g μ)ᵀ * (D * x) = -(D * (g μ * x)) := fun μ x => by
    rw [← mul_assoc, hT, neg_mul, mul_assoc]
  have h2 : ∀ μ ν, (D * (g μ * g ν))ᵀ = -(D * (g ν * g μ)) := fun μ ν => by
    simp [Matrix.transpose_mul, hA, mul_assoc, hT, hT']
  refine ⟨hA, fun μ => ?_, fun μ ν => ?_, ?_, fun μ => ?_⟩
  · simp [Matrix.transpose_mul, hA, hT]
  · rw [sigma, Matrix.mul_smul, Matrix.transpose_smul, mul_sub, Matrix.transpose_sub,
      h2, h2]
    module
  · simp [gamma5, Matrix.transpose_mul, hA, mul_assoc, hT, hT', w, w']
  · rcases (by decide : ∀ μ : Fin 4, μ = 0 ∨ μ = 1 ∨ μ = 2 ∨ μ = 3) μ with
      rfl | rfl | rfl | rfl <;>
    simp [gamma5, Matrix.transpose_mul, hA, mul_assoc, hT, hT', w, w']
```

Many texts define $C$ by $C^{-1}g^\mu C=-(g^\mu)^T$, which is the inverse of the matrix used here. Mixing the two conventions does no harm where $C^{-1}=-C$, but in a general basis the textbook $C$ gives symmetric $C^{-1}g^\mu$ and $g^\mu C$, while $Cg^\mu$ need not be symmetric.

For a four-component Majorana field with classical anticommuting components, these symmetries make the bilinears $\bar\psi g^\mu\psi$ and $\bar\psi\sigma^{\mu\nu}\psi$ vanish. The theorem concerns matrices only; the step from $C$ to a transformation of fields that reverses the charge in the Dirac equation is left to physics.

## A Majorana representation satisfies the hypotheses

The theorem assumes that $C$ exists. An explicit example shows that its assumptions are consistent. Take $g^\mu=im_\mu$ with these integer matrices $m_\mu$:

```lean
/-- Four integer matrices, the Dirac matrices of a Majorana representation divided by `i`. -/
def majoranaInt : Fin 4 → Matrix (Fin 4) (Fin 4) ℤ :=
  ![!![0, 0, 0, 1; 0, 0, 1, 0; 0, -1, 0, 0; -1, 0, 0, 0],
    !![0, 0, 1, 0; 0, 0, 0, 1; 1, 0, 0, 0; 0, 1, 0, 0],
    !![1, 0, 0, 0; 0, 1, 0, 0; 0, 0, -1, 0; 0, 0, 0, -1],
    !![0, 0, 0, 1; 0, 0, -1, 0; 0, -1, 0, 0; 1, 0, 0, 0]]
```

The entrywise map to complex matrices preserves sums and products, so identities can be checked over the integers.

```lean
/-- Integer matrices read as complex matrices. -/
def toComplex : Matrix (Fin 4) (Fin 4) ℤ →+* M4 := (Int.castRingHom ℂ).mapMatrix
```

Multiplication by $i$ gives purely imaginary Dirac matrices.

```lean
/-- The purely imaginary Dirac matrices of a Majorana representation. -/
def majorana (μ : Fin 4) : M4 := I • toComplex (majoranaInt μ)
```

Since $m_0^2=-1$, the matrix $C=m_0=-ig^0$ has inverse $-m_0$.

```lean
/-- The first of the four integer matrices as an invertible complex matrix. -/
def majoranaC : M4ˣ where
  val := toComplex (majoranaInt 0)
  inv := toComplex (-majoranaInt 0)
  val_inv := by
    have e : majoranaInt 0 * -majoranaInt 0 = 1 := by decide +kernel
    rw [← map_mul, e, map_one]
  inv_val := by
    have e : -majoranaInt 0 * majoranaInt 0 = 1 := by decide +kernel
    rw [← map_mul, e, map_one]
```

The integer identities are $m_\mu m_\nu+m_\nu m_\mu=-2\eta^{\mu\nu}$ and $m_0m_\mu(-m_0)=-m_\mu^T$. The factor $i^2=-1$ turns the first into the Clifford relation, and one factor $i$ turns the second into the condition on $C$.

```lean
/-- The Majorana representation satisfies the Clifford relations, and `C = -i γ^0`
satisfies `C γ^μ C⁻¹ = -(γ^μ)ᵀ` there. -/
theorem charge_conjugation_witness :
    IsDirac majorana ∧ (majoranaC : M4) = (-I) • majorana 0 ∧
    ∀ μ, (majoranaC : M4) * majorana μ * ((majoranaC⁻¹ : M4ˣ) : M4) = -(majorana μ)ᵀ := by
  -- both relations are decided over the integers
  have hcl : ∀ μ ν, majoranaInt μ * majoranaInt ν + majoranaInt ν * majoranaInt μ =
      if μ = ν then (if μ = 0 then -(1 + 1) else 1 + 1) else 0 := by decide +kernel
  have hC : ∀ μ, majoranaInt 0 * majoranaInt μ * -majoranaInt 0 = -(majoranaInt μ)ᵀ := by
    decide +kernel
  refine ⟨fun μ ν => ?_, ?_, fun μ => ?_⟩
  · rw [majorana, majorana, smul_mul_smul_comm, smul_mul_smul_comm, Complex.I_mul_I,
      ← smul_add, ← map_mul, ← map_mul, ← map_add, hcl, metric]
    split_ifs <;> simp only [map_neg, map_add, map_one, map_zero] <;> module
  · change toComplex (majoranaInt 0) = (-I) • (I • toComplex (majoranaInt 0))
    rw [smul_smul, neg_mul, Complex.I_mul_I, neg_neg, one_smul]
  · change toComplex (majoranaInt 0) * (I • toComplex (majoranaInt μ)) *
      toComplex (-majoranaInt 0) = -(I • toComplex (majoranaInt μ))ᵀ
    have ht : (toComplex (majoranaInt μ))ᵀ = toComplex (majoranaInt μ)ᵀ := rfl
    rw [Matrix.transpose_smul, ht, mul_smul_comm, smul_mul_assoc, ← map_mul, ← map_mul,
      hC μ, map_neg, smul_neg]

end

end ChargeConjugation
```

```lean
#print axioms ChargeConjugation.charge_conjugation_symmetries
-- 'ChargeConjugation.charge_conjugation_symmetries' depends on axioms: [propext, Classical.choice, Quot.sound]
```
